# Crank-Nicolson red-shifts the transition between two fixed levels, least when the energy zero lies midway

Two levels at $c\pm g/2$, with gap $g>0$ and centre $c$ measured from the energy zero, are propagated by the Crank-Nicolson scheme with time step $h>0$ ($\hbar=1$). Their numerical transition frequency is

$$F(c)=\frac2h\left[\arctan\frac{h(c+g/2)}2-\arctan\frac{h(c-g/2)}2\right].$$

For every real $c$, $0<F(c)<g$, and $F$ is maximal exactly at $c=0$.

In real-time electronic-structure calculations that use the Crank-Nicolson scheme, including PAW ones, this describes the time-step error of a transition between two levels of a Hamiltonian (and PAW overlap) held fixed in time. Self-consistent response is not modelled. For $hg<4$ the relative phase per step, $hF(c)$, stays below $\pi$ for every $c$, so $F(c)$ can be read from a signal sampled once per step; for larger $hg$ such a signal can show an alias of $F(c)$ instead.

## Frequencies of the levels and of the transition

In Lean 4 with Mathlib:

```lean
import Mathlib

open Filter Topology

namespace CrankNicolsonRedShift

noncomputable section

/-- The angular frequency at which the Crank-Nicolson scheme with time step `h ≠ 0` rotates
a level of energy `E` (units with `ħ = 1`). -/
def levelFreq (h E : ℝ) : ℝ := 2 / h * Real.arctan (h * E / 2)
```

In one step, a level of energy $E$ acquires the factor

$$\frac{1-ihE/2}{1+ihE/2}=e^{-2i\arctan(hE/2)}.$$

The phase lost per step, $2\arctan(hE/2)$, divided by $h$ gives `levelFreq h E`, written $\omega(E)=\frac2h\arctan\frac{hE}2$ below. The file starts from this formula, with the phase taken between $-\pi$ and $\pi$; it does not derive it from a propagator. The type `ℝ` says that time step and energy are real numbers.

```lean
/-- The Crank-Nicolson transition frequency, for time step `h ≠ 0`, between the levels
`c - g/2` and `c + g/2`: gap `g`, centre `c` measured from the energy zero. -/
def transitionFreq (h g c : ℝ) : ℝ := levelFreq h (c + g / 2) - levelFreq h (c - g / 2)
```

This is $F(c)=\omega(c+g/2)-\omega(c-g/2)$. Moving the energy zero changes `c` and leaves `g` alone.

## Why the shift depends on the energy zero

```lean
/-- For a nonzero time step, the numerical frequency of a level grows with its energy at the
rate `1 / (1 + (hE/2)²)`. -/
theorem hasDerivAt_levelFreq {h : ℝ} (hh : h ≠ 0) (E : ℝ) :
    HasDerivAt (levelFreq h) (1 / (1 + (h * E / 2) ^ 2)) E := by
  have h1 : HasDerivAt (fun x : ℝ => h * x / 2) (h / 2) E :=
    (((hasDerivAt_id' E).const_mul h).div_const 2).congr_deriv (by ring)
  have key : ∀ A : ℝ, 2 / h * (A * (h / 2)) = A := by
    intro A
    field_simp
  exact (h1.arctan.const_mul (2 / h)).congr_deriv (key _)
```

The text between the theorem's name and `:=` is the statement, and the proof follows. Here `hh` names the assumption $h\neq0$, and `HasDerivAt` says that $\omega$ has the given derivative at $E$. By the chain rule,

$$\omega'(E)=\frac2h\cdot\frac{h/2}{1+(hE/2)^2}=\frac1{1+(hE/2)^2}.$$

In the proof, `h1` differentiates the inner function and `key` cancels the prefactors.

```lean
/-- The transition frequency is unchanged when the centre of the two levels is reflected
through the energy zero. -/
theorem transitionFreq_neg (h g c : ℝ) :
    transitionFreq h g (-c) = transitionFreq h g c := by
  unfold transitionFreq levelFreq
  rw [show h * (-c + g / 2) / 2 = -(h * (c - g / 2) / 2) by ring,
    show h * (-c - g / 2) / 2 = -(h * (c + g / 2) / 2) by ring,
    Real.arctan_neg, Real.arctan_neg]
  ring
```

Replacing $c$ by $-c$ turns the two arguments of arctan into $-h(c-g/2)/2$ and $-h(c+g/2)/2$. Since arctan is odd, the two minus signs and the exchange of terms compensate, so $F(-c)=F(c)$. The `rw` step rewrites the arguments in this way, and `ring` finishes the algebra.

```lean
/-- For positive time step and gap, the transition frequency decreases strictly as the centre
of the two levels moves away from the energy zero, in either direction. -/
theorem transitionFreq_lt_of_abs_lt {h g c c' : ℝ} (hh : 0 < h) (hg : 0 < g)
    (hc : |c| < |c'|) : transitionFreq h g c' < transitionFreq h g c := by
  have hd : ∀ x : ℝ, HasDerivAt (transitionFreq h g)
      (1 / (1 + (h * (x + g / 2) / 2) ^ 2) - 1 / (1 + (h * (x - g / 2) / 2) ^ 2)) x := by
    intro x
    exact (HasDerivAt.comp_add_const x (g / 2)
      (hasDerivAt_levelFreq hh.ne' (x + g / 2))).fun_sub
      (HasDerivAt.comp_sub_const x (g / 2) (hasDerivAt_levelFreq hh.ne' (x - g / 2)))
  -- above the energy zero the upper level is slowed more than the lower one
  have hanti : StrictAntiOn (transitionFreq h g) (Set.Ici 0) := by
    apply strictAntiOn_of_deriv_neg (convex_Ici 0)
    · exact fun x _ => (hd x).continuousAt.continuousWithinAt
    · intro x hx
      rw [interior_Ici] at hx
      have hx0 : 0 < x := hx
      rw [(hd x).deriv, sub_neg]
      have hp : 0 < h ^ 2 * x * g := by positivity
      apply one_div_lt_one_div_of_lt
      · positivity
      · nlinarith [hp]
  -- reflection symmetry reduces both centres to their absolute values
  have habs : ∀ x : ℝ, transitionFreq h g |x| = transitionFreq h g x := by
    intro x
    rcases abs_choice x with hx | hx
    · rw [hx]
    · rw [hx, transitionFreq_neg]
  rw [← habs c, ← habs c']
  exact hanti (abs_nonneg c) (abs_nonneg c') hc
```

If $|c|<|c'|$, then $F(c')<F(c)$. By the derivative above,

$$F'(c)=\frac1{1+(h(c+g/2)/2)^2}-\frac1{1+(h(c-g/2)/2)^2}.$$

The first denominator exceeds the second by $h^2cg/2$, which is positive for $c>0$, so $F'(c)<0$ there. In the proof, `hd` is the derivative, `hanti` the strict decrease on $[0,\infty)$, and `habs` uses the reflection symmetry to include negative centres.

## The bound and the unique maximum

```lean
/-- When the energy zero lies midway between the levels, the transition frequency is
`(4/h) arctan(hg/4)`. -/
theorem transitionFreq_zero (h g : ℝ) :
    transitionFreq h g 0 = 4 / h * Real.arctan (h * g / 4) := by
  unfold transitionFreq levelFreq
  rw [show h * (0 + g / 2) / 2 = h * g / 4 by ring,
    show h * (0 - g / 2) / 2 = -(h * g / 4) by ring, Real.arctan_neg]
  ring
```

At $c=0$ the two arguments are $\pm hg/4$, and oddness gives $F(0)=\frac4h\arctan\frac{hg}4$.

```lean
/-- Crank-Nicolson red shift: for positive time step and gap, the transition frequency is
positive and smaller than the gap for every position of the levels, and it is maximal exactly
when the levels are centred on the energy zero. -/
theorem crankNicolson_red_shift {h g : ℝ} (hh : 0 < h) (hg : 0 < g) :
    (∀ c, 0 < transitionFreq h g c ∧ transitionFreq h g c < g) ∧
    ∀ c, (∀ c', transitionFreq h g c' ≤ transitionFreq h g c) ↔ c = 0 := by
  have hmax : ∀ c, transitionFreq h g c ≤ transitionFreq h g 0 := by
    intro c
    rcases eq_or_ne c 0 with hc | hc
    · rw [hc]
    · exact (transitionFreq_lt_of_abs_lt hh hg (by rw [abs_zero]; exact abs_pos.mpr hc)).le
  -- even the largest value stays below the gap, since `arctan x < x` for `x > 0`
  have hgap : transitionFreq h g 0 < g := by
    have hx : 0 < h * g / 4 := by positivity
    have hlt : Real.arctan (h * g / 4) < h * g / 4 := by
      have h1 := Real.lt_tan (Real.arctan_pos.mpr hx) (Real.arctan_lt_pi_div_two _)
      rwa [Real.tan_arctan] at h1
    rw [transitionFreq_zero]
    calc 4 / h * Real.arctan (h * g / 4) < 4 / h * (h * g / 4) :=
          mul_lt_mul_of_pos_left hlt (by positivity)
      _ = g := by field_simp
  refine ⟨fun c => ⟨?_, (hmax c).trans_lt hgap⟩, fun c => ⟨fun H => ?_, ?_⟩⟩
  · have h1 : Real.arctan (h * (c - g / 2) / 2) < Real.arctan (h * (c + g / 2) / 2) :=
      Real.arctan_strictMono (by nlinarith [mul_pos hh hg])
    have h2 : 0 < 2 / h := by positivity
    exact sub_pos.mpr (mul_lt_mul_of_pos_left h1 h2)
  · by_contra hc
    have h1 : transitionFreq h g c < transitionFreq h g 0 :=
      transitionFreq_lt_of_abs_lt hh hg (by rw [abs_zero]; exact abs_pos.mpr hc)
    exact absurd (H 0) (not_le_of_gt h1)
  · intro hc
    rw [hc]
    exact hmax
```

The first part of the statement is $0<F(c)<g$ for all $c$. The second says that $F(c')\le F(c)$ holds for all $c'$ if and only if $c=0$.

For positivity, the arguments of arctan differ by $hg/2>0$, and arctan is strictly increasing. The previous monotonicity result gives $F(c)<F(0)$ for $c\ne0$; this yields `hmax` and the uniqueness of the maximum. For the upper bound, put $y=\arctan x$ with $x>0$. Then $y<\tan y=x$, so

$$F(0)=\frac4h\arctan\frac{hg}4<\frac4h\cdot\frac{hg}4=g,$$

which is `hgap`.

Take $h=1$ and $g=2$. Levels at $\pm1$ give $F(0)=4\arctan\frac12\approx1.855$. Levels at $0$ and $2$ give $F(1)=2\arctan1=\pi/2\approx1.571$. The gap is $2$ in both cases.

The gap must be nonzero: for $g=0$ the levels coincide and $F(c)=0$ for every $c$, so positivity fails and every $c$ is a maximiser.

## Moving the energy zero

```lean
/-- For levels `E₁ < E₂` and a positive time step, the choice `s` of the energy zero maximises
the numerical transition frequency exactly when `s` is the midpoint of the two levels. -/
theorem optimal_energy_zero {h E₁ E₂ : ℝ} (hh : 0 < h) (hE : E₁ < E₂) (s : ℝ) :
    (∀ s', levelFreq h (E₂ - s') - levelFreq h (E₁ - s') ≤
      levelFreq h (E₂ - s) - levelFreq h (E₁ - s)) ↔ s = (E₁ + E₂) / 2 := by
  have key : ∀ r, levelFreq h (E₂ - r) - levelFreq h (E₁ - r) =
      transitionFreq h (E₂ - E₁) ((E₁ + E₂) / 2 - r) := by
    intro r
    unfold transitionFreq
    rw [show (E₁ + E₂) / 2 - r + (E₂ - E₁) / 2 = E₂ - r by ring,
      show (E₁ + E₂) / 2 - r - (E₂ - E₁) / 2 = E₁ - r by ring]
  have main := (crankNicolson_red_shift hh (sub_pos.mpr hE)).2 ((E₁ + E₂) / 2 - s)
  simp only [key]
  constructor
  · intro H
    have h0 := main.1 (fun c' => by
      have h1 := H ((E₁ + E₂) / 2 - c')
      rwa [sub_sub_cancel] at h1)
    linarith
  · intro hs s'
    exact main.2 (by linarith) _
```

For levels $E_1<E_2$ and energy zero $s$, the shifted energies are $E_1-s$ and $E_2-s$. Their gap is $g=E_2-E_1$ and their centre is $c=(E_1+E_2)/2-s$; `key` records this substitution. The maximum at $c=0$ therefore becomes $s=(E_1+E_2)/2$.

```lean
/-- At fixed positive time step and fixed gap, the transition frequency tends to zero as the
levels are moved ever higher above the energy zero. -/
theorem transitionFreq_tendsto_zero {h : ℝ} (hh : 0 < h) (g : ℝ) :
    Tendsto (transitionFreq h g) atTop (𝓝 0) := by
  have hlin : Tendsto (fun E : ℝ => h * E / 2) atTop atTop :=
    (tendsto_id.const_mul_atTop hh).atTop_div_const two_pos
  -- each level frequency saturates at the same value `π / h`
  have hl : Tendsto (levelFreq h) atTop (𝓝 (2 / h * (Real.pi / 2))) :=
    ((Real.tendsto_arctan_atTop.mono_right nhdsWithin_le_nhds).comp hlin).const_mul (2 / h)
  have h1 : Tendsto (fun c : ℝ => c + g / 2) atTop atTop :=
    tendsto_atTop_add_const_right atTop (g / 2) tendsto_id
  have h2 : Tendsto (fun c : ℝ => c - g / 2) atTop atTop := by
    simp only [sub_eq_add_neg]
    exact tendsto_atTop_add_const_right atTop (-(g / 2)) tendsto_id
  have h3 := (hl.comp h1).sub (hl.comp h2)
  rw [sub_self] at h3
  exact h3

end

end CrankNicolsonRedShift
```

`Tendsto … atTop (𝓝 0)` means $F(c)\to0$ as $c\to\infty$, here for any real $g$. Both arguments of arctan grow without bound, so both level frequencies tend to $\frac2h\cdot\frac\pi2=\frac\pi h$ (`hl`), and their difference vanishes. At a fixed time step, a sufficiently distant energy zero thus removes almost all of the transition frequency.

```lean
#print axioms CrankNicolsonRedShift.crankNicolson_red_shift
#print axioms CrankNicolsonRedShift.optimal_energy_zero
#print axioms CrankNicolsonRedShift.transitionFreq_tendsto_zero
```

```
'CrankNicolsonRedShift.crankNicolson_red_shift' depends on axioms: [propext, Classical.choice, Quot.sound]
'CrankNicolsonRedShift.optimal_energy_zero' depends on axioms: [propext, Classical.choice, Quot.sound]
'CrankNicolsonRedShift.transitionFreq_tendsto_zero' depends on axioms: [propext, Classical.choice, Quot.sound]
```
